# Linear response of the extrapolated estimate of a parity-odd observable to an odd admixture in the trial state

In a real inner product space, let `A` be a symmetric linear operator that changes sign under a parity operator `P`, and let the trial state be `g + ε • u`, with `g` even and `u` odd. The extrapolated estimate of `A` is twice the mixed estimate ⟪φ, Aψ⟫/⟪φ, ψ⟫ minus the variational estimate ⟪ψ, Aψ⟫/⟪ψ, ψ⟫, where ψ is the trial and φ is any even state with ⟪φ, g⟫ = 1. `extrapolated_hasDerivAt` says that its derivative in ε at ε = 0 is 2(⟪φ, Au⟫ − ⟪g, Au⟫/⟪g, g⟫); neither φ nor the trial need have unit norm. The proof takes the closed form of the estimate from `extrapolated_eq` and differentiates it by the product and quotient rules, for which it first shows, in `hden`, that the squared norm of the trial has zero derivative at ε = 0.

The failing Lean file:

```lean
import Mathlib

open scoped InnerProductSpace

namespace ExtrapolatedHasDerivAt

noncomputable section

variable {E : Type*} [NormedAddCommGroup E] [InnerProductSpace ℝ E]

/-- A symmetric observable `A`, such as a dipole component, that changes sign under a parity
operator `P`, where `P` is a symmetric involution. -/
structure OddObservable (P A : E →ₗ[ℝ] E) : Prop where
  parity_symm : P.IsSymmetric
  parity_sq : ∀ x, P (P x) = x
  symm : A.IsSymmetric
  odd : ∀ x, P (A (P x)) = -A x

/-- The mixed estimate of `A` from the state `φ` and the trial `ψ`, for nonzero overlap
`⟪φ, ψ⟫`. -/
def mixed (A : E →ₗ[ℝ] E) (φ ψ : E) : ℝ := ⟪φ, A ψ⟫_ℝ / ⟪φ, ψ⟫_ℝ

/-- The variational estimate of `A` in a nonzero trial `ψ`. -/
def variational (A : E →ₗ[ℝ] E) (ψ : E) : ℝ := ⟪ψ, A ψ⟫_ℝ / ⟪ψ, ψ⟫_ℝ

/-- The extrapolated estimate, twice mixed minus variational, for nonzero overlap `⟪φ, ψ⟫`. -/
def extrapolated (A : E →ₗ[ℝ] E) (φ ψ : E) : ℝ := 2 * mixed A φ ψ - variational A ψ

variable {P A : E →ₗ[ℝ] E} {φ χ g u : E}

/-- Selection rule: an odd observable has no matrix element between two states with the same
parity eigenvalue `s`. -/
theorem selection_rule (h : OddObservable P A) {s : ℝ} (hg : P g = s • g)
    (hu : P u = s • u) : ⟪g, A u⟫_ℝ = 0 := by
  -- move one parity operator across the inner product
  have h1 : ⟪P g, A (P u)⟫_ℝ = -⟪g, A u⟫_ℝ := by
    rw [h.parity_symm g (A (P u)), h.odd, inner_neg_right]
  rw [hg, hu, map_smul, real_inner_smul_left, real_inner_smul_right] at h1
  have h2 : (1 + s ^ 2) * ⟪g, A u⟫_ℝ = 0 := by linear_combination h1
  exact (mul_eq_zero.mp h2).resolve_left (by positivity)

/-- An even state and an odd state are orthogonal. -/
theorem even_odd_orthogonal (h : OddObservable P A) (hg : P g = g) (hu : P u = -u) :
    ⟪g, u⟫_ℝ = 0 := by
  have h1 := h.parity_symm g u
  rw [hg, hu, inner_neg_right] at h1
  linarith

/-- In a trial with even part `g` and odd part `ε u`, the unnormalised expectation of an odd
observable is the interference term alone, and the squared norms of the two parts add. -/
theorem trial_moments (h : OddObservable P A) (hg : P g = g) (hu : P u = -u) (ε : ℝ) :
    ⟪g + ε • u, A (g + ε • u)⟫_ℝ = 2 * ε * ⟪g, A u⟫_ℝ ∧
      ⟪g + ε • u, g + ε • u⟫_ℝ = ⟪g, g⟫_ℝ + ε ^ 2 * ⟪u, u⟫_ℝ := by
  have hg' : P g = (1 : ℝ) • g := by rw [one_smul, hg]
  have hu' : P u = (-1 : ℝ) • u := by rw [neg_smul, one_smul, hu]
  have hgg := selection_rule h hg' hg'
  have huu := selection_rule h hu' hu'
  have hug : ⟪u, A g⟫_ℝ = ⟪g, A u⟫_ℝ := by
    rw [← h.symm u g]
    exact real_inner_comm _ _
  have h0 := even_odd_orthogonal h hg hu
  have h0' : ⟪u, g⟫_ℝ = 0 := by
    rw [real_inner_comm]
    exact h0
  constructor
  · simp only [map_add, map_smul, inner_add_left, inner_add_right, real_inner_smul_left,
      real_inner_smul_right, hgg, huu, hug]
    ring
  · simp only [inner_add_left, inner_add_right, real_inner_smul_left,
      real_inner_smul_right, h0, h0']
    ring

/-- For an even state `φ` and a trial `g + ε u` with `g` even, `u` odd and `⟪φ, g⟫ = 1`, the
mixed estimate of an odd observable is linear in `ε`. -/
theorem mixed_eq (h : OddObservable P A) (hφ : P φ = φ) (hg : P g = g) (hu : P u = -u)
    (hn : ⟪φ, g⟫_ℝ = 1) (ε : ℝ) : mixed A φ (g + ε • u) = ε * ⟪φ, A u⟫_ℝ := by
  have h1 : ⟪φ, A g⟫_ℝ = 0 :=
    selection_rule h (s := 1) (by rw [one_smul, hφ]) (by rw [one_smul, hg])
  have h2 := even_odd_orthogonal h hφ hu
  simp only [mixed, map_add, map_smul, inner_add_right, real_inner_smul_right, h1, h2, hn]
  simp

/-- The extrapolated estimate of an odd observable for an even state `φ` and a trial `g + ε u`
with `g` even, `u` odd and `⟪φ, g⟫ = 1`. -/
theorem extrapolated_eq (h : OddObservable P A) (hφ : P φ = φ) (hg : P g = g)
    (hu : P u = -u) (hn : ⟪φ, g⟫_ℝ = 1) (ε : ℝ) :
    extrapolated A φ (g + ε • u) =
      2 * ε * (⟪φ, A u⟫_ℝ - ⟪g, A u⟫_ℝ / (⟪g, g⟫_ℝ + ε ^ 2 * ⟪u, u⟫_ℝ)) := by
  rw [extrapolated, variational, mixed_eq h hφ hg hu hn, (trial_moments h hg hu ε).1,
    (trial_moments h hg hu ε).2]
  ring

/-- The first-order response of the extrapolated estimate to an odd admixture `ε u`, for an even
state `φ` and an even part `g` of the trial with `⟪φ, g⟫ = 1`. -/
theorem extrapolated_hasDerivAt (h : OddObservable P A) (hφ : P φ = φ) (hg : P g = g)
    (hu : P u = -u) (hn : ⟪φ, g⟫_ℝ = 1) :
    HasDerivAt (fun ε : ℝ => extrapolated A φ (g + ε • u))
      (2 * (⟪φ, A u⟫_ℝ - ⟪g, A u⟫_ℝ / ⟪g, g⟫_ℝ)) 0 := by
  have hc : ⟪g, g⟫_ℝ ≠ 0 := by
    intro h0
    have hg0 : g = 0 := inner_self_eq_zero.mp h0
    rw [hg0, inner_zero_right] at hn
    exact zero_ne_one hn
  -- the norm of the trial has no linear term
  have hden : HasDerivAt (fun ε : ℝ => ⟪g, g⟫_ℝ + ε ^ 2 * ⟪u, u⟫_ℝ) 0 0 := by
    have h1 := ((hasDerivAt_pow 2 (0 : ℝ)).mul_const ⟪u, u⟫_ℝ).const_add ⟪g, g⟫_ℝ
    convert h1 using 1
    simp
  have hquot := (hasDerivAt_const (0 : ℝ) ⟪g, A u⟫_ℝ).fun_div hden (by simpa using hc)
  have hfull := ((hasDerivAt_id' (0 : ℝ)).const_mul 2).fun_mul
    (hquot.const_sub ⟪φ, A u⟫_ℝ)
  have hfun := funext fun ε : ℝ => extrapolated_eq h hφ hg hu hn ε
  rw [hfun]
  exact hfull.congr_deriv (by simp)

end

end ExtrapolatedHasDerivAt
```

The error:

```
Main.lean:108:4: error: `simp` made no progress
```

What went wrong. The error is in the proof of `hden`. There `h1` has the right function, but its derivative is written as the power rule gives it, `2 * 0 ^ (2 - 1) * ⟪u, u⟫_ℝ` up to a cast, where the goal has `0`. The step `convert h1 using 1` was meant to leave only the equation between these two values, for `simp` to close.

The message says that `simp` found nothing to simplify in the goal it was given. That goal can't have been the equation between the values, which `simp` is able to simplify. So `convert`, which matches the other arguments of `HasDerivAt` too, the function and the instances among them, had put some other goal first. The message doesn't print it.

The repair uses `h1.congr_deriv`, which asks for a proof of one thing only, that the two derivative values are equal, and `simp` proves it. Lean checks that the rest of `h1` agrees with the goal by unfolding definitions, so no other goal is left over.

Fix (accepted with no message):

```diff
@@ -105,6 +105,5 @@
   have hden : HasDerivAt (fun ε : ℝ => ⟪g, g⟫_ℝ + ε ^ 2 * ⟪u, u⟫_ℝ) 0 0 := by
     have h1 := ((hasDerivAt_pow 2 (0 : ℝ)).mul_const ⟪u, u⟫_ℝ).const_add ⟪g, g⟫_ℝ
-    convert h1 using 1
-    simp
+    exact h1.congr_deriv (by simp)
   have hquot := (hasDerivAt_const (0 : ℝ) ⟪g, A u⟫_ℝ).fun_div hden (by simpa using hc)
   have hfull := ((hasDerivAt_id' (0 : ℝ)).const_mul 2).fun_mul
```
